# Minimum energies of the antiferromagnetic spin-1/2 triangle: −1/4 for collinear products, −3/8 for all products, −3/4 for all states

Suppose a mean-field program treats three antiferromagnetically coupled spins, and its energy drops once the spin directions are free to tilt. Without an independent value for the true minimum, the lower number can pass for the ground-state energy. For three spins 1/2 with equal couplings it is still far too high: tilting the spins recovers only a quarter of what the collinear solution misses.

## Three minima and one equality condition

The Hamiltonian is

$$H=\mathbf S_1\cdot\mathbf S_2+\mathbf S_2\cdot\mathbf S_3+\mathbf S_1\cdot\mathbf S_3 ,$$

with spins in units of $\hbar$ and energies in units of the exchange constant. That constant is set to $+1$, which stands for an exchange interaction that favours antiparallel neighbours. The minimum energies over normalised states are:

| States allowed | Minimum |
|---|---|
| collinear product states | $-1/4$ |
| all product states | $-3/8$ |
| all states | $-3/4$ |

A product of normalised spinors $u,v,w$ has mean spin vectors $\mathbf s_u,\mathbf s_v,\mathbf s_w$. Its energy is $-3/8$ exactly when $\mathbf s_u+\mathbf s_v+\mathbf s_w=0$.

## Reference values for mean-field and exact solvers

A solver that gives each site its own spinor, or a classical vector of length 1/2, cannot go below $-3/8$ on this triangle. Exact diagonalisation should return $-3/4$. A gradient minimiser started from exactly collinear directions feels no torque and stays collinear, so a result of $-1/4$ from a solver that allows tilting points to the starting guess.

The numbers also bear on spin contamination in this three-spin model. Expanding the square of the total spin gives $\langle \mathbf S_{\rm tot}^2\rangle = 9/4+2E$ for a normalised state of energy $E$, so the three minima correspond to $7/4$, $3/2$ and $3/4$. The noncollinear solution is less contaminated than the collinear one, but it is not a pure doublet. This relation is not among the statements proved in Lean.

## From spin exchanges to a sum of squares

Write a state as amplitudes $\psi_{ijk}$, with index 0 for up and 1 for down. For two spins,

$$\mathbf S_1\cdot\mathbf S_2=S_1^zS_2^z+\tfrac12(S_1^+S_2^-+S_1^-S_2^+).$$

This multiplies a parallel pair by $1/4$, and it sends $\uparrow\downarrow$ to $-\tfrac14\uparrow\downarrow+\tfrac12\downarrow\uparrow$. It therefore equals $\tfrac12P_{12}-\tfrac14$, where $P_{12}$ exchanges the two spins. Adding the three bonds gives

$$(H\psi)_{ijk}=\tfrac12(\psi_{jik}+\psi_{ikj}+\psi_{kji})-\tfrac34\psi_{ijk}.$$

**All states.** The three exchanges together multiply $\psi_{000}$ and $\psi_{111}$ by 3. They replace each of $\psi_{100},\psi_{010},\psi_{001}$ by the sum of all three, and they act in the same way on the amplitudes with two spins down. Taking the inner product with $\psi$,

$$E=-\tfrac34\|\psi\|^2+\tfrac12\Big(3|\psi_{000}|^2+|\psi_{100}+\psi_{010}+\psi_{001}|^2+|\psi_{110}+\psi_{101}+\psi_{011}|^2+3|\psi_{111}|^2\Big).$$

Hence $E\ge-3/4$ for a normalised state. A singlet on spins 1 and 2 with spin 3 up has $\psi_{010}=-\psi_{100}=1/\sqrt2$ and all other amplitudes zero. Every square then vanishes, and the bound is attained.

**Product states.** The mean spin of a normalised spinor $u$ is

$$\mathbf s_u=\Big(\mathrm{Re}(\bar u_0u_1),\ \mathrm{Im}(\bar u_0u_1),\ \tfrac12(|u_0|^2-|u_1|^2)\Big).$$

Its squared length is

$$|u_0|^2|u_1|^2+\tfrac14(|u_0|^2-|u_1|^2)^2=\tfrac14(|u_0|^2+|u_1|^2)^2=\tfrac14 .$$

In a product state the expectation value of each bond factorises, so

$$E=\mathbf s_u\cdot\mathbf s_v+\mathbf s_v\cdot\mathbf s_w+\mathbf s_u\cdot\mathbf s_w .$$

Expanding the square of the total gives $|\mathbf s_u+\mathbf s_v+\mathbf s_w|^2=\tfrac34+2E$, or

$$E=\tfrac12|\mathbf s_u+\mathbf s_v+\mathbf s_w|^2-\tfrac38 .$$

This gives the bound and its equality condition together. Three directions at 120° in a plane attain it.

**Collinear products.** Put $\mathbf s_v=\sigma\mathbf s_u$ and $\mathbf s_w=\tau\mathbf s_u$ with signs $\sigma,\tau=\pm1$. Then $E=(\sigma+\sigma\tau+\tau)/4$, which is $3/4$ when both signs are $+$ and $-1/4$ otherwise.

**A numerical instance.** Take $u=(1,0)$, $v=(\tfrac12,\tfrac{\sqrt3}2)$ and $w=(\tfrac12,-\tfrac{\sqrt3}2)$. The mean spins are $(0,0,\tfrac12)$, $(\tfrac{\sqrt3}4,0,-\tfrac14)$ and $(-\tfrac{\sqrt3}4,0,-\tfrac14)$. They sum to zero, and each pair has dot product $-1/8$, so $E=-3/8$.

The amplitudes give the same value. The nonzero ones are $\psi_{000}=\tfrac14$, $\psi_{010}=\tfrac{\sqrt3}4$, $\psi_{001}=-\tfrac{\sqrt3}4$ and $\psi_{011}=-\tfrac34$. The sum with one spin down cancels, which leaves $E=-\tfrac34+\tfrac12(\tfrac3{16}+\tfrac9{16})=-\tfrac38$.

## The Lean source

```lean
import Mathlib

open Matrix ComplexConjugate

namespace SpinTriangleMeanField

noncomputable section

/-- A spinor: the two complex amplitudes (up, down) of one spin 1/2. -/
abbrev Spinor := Fin 2 → ℂ

/-- A state of three spins 1/2, given by its eight complex amplitudes. -/
abbrev State := Fin 2 → Fin 2 → Fin 2 → ℂ

/-- The spin matrices `S_x, S_y, S_z` of one spin 1/2, in units of ħ. -/
def spinOp : Fin 3 → Matrix (Fin 2) (Fin 2) ℂ :=
  ![!![0, 1/2; 1/2, 0], !![0, -Complex.I/2; Complex.I/2, 0], !![1/2, 0; 0, -1/2]]

/-- A one-spin operator acting on the first spin. -/
def on1 (A : Matrix (Fin 2) (Fin 2) ℂ) (ψ : State) : State :=
  fun i j k => ∑ l, A i l * ψ l j k

/-- A one-spin operator acting on the second spin. -/
def on2 (A : Matrix (Fin 2) (Fin 2) ℂ) (ψ : State) : State :=
  fun i j k => ∑ l, A j l * ψ i l k

/-- A one-spin operator acting on the third spin. -/
def on3 (A : Matrix (Fin 2) (Fin 2) ℂ) (ψ : State) : State :=
  fun i j k => ∑ l, A k l * ψ i j l

/-- The Hamiltonian `H = S1·S2 + S2·S3 + S1·S3` applied to a state. -/
def heisenberg (ψ : State) : State := fun i j k =>
  ∑ a, (on1 (spinOp a) (on2 (spinOp a) ψ) i j k + on2 (spinOp a) (on3 (spinOp a) ψ) i j k
    + on1 (spinOp a) (on3 (spinOp a) ψ) i j k)

/-- The squared norm of a three-spin state. -/
def weight (ψ : State) : ℝ := ∑ i, ∑ j, ∑ k, Complex.normSq (ψ i j k)

/-- The squared norm of a spinor. -/
def spinorWeight (u : Spinor) : ℝ := ∑ i, Complex.normSq (u i)

/-- The energy `⟨ψ|H|ψ⟩` of a state, taken as a real part. -/
def energy (ψ : State) : ℝ := (∑ i, ∑ j, ∑ k, conj (ψ i j k) * heisenberg ψ i j k).re

/-- The product state in which the three spins have spinors `u`, `v`, `w`. -/
def product (u v w : Spinor) : State := fun i j k => u i * v j * w k

/-- The mean spin vector `⟨u|S|u⟩` of a spinor. -/
def meanSpin (u : Spinor) : Fin 3 → ℝ :=
  fun a => (∑ i, ∑ j, conj (u i) * spinOp a i j * u j).re

/-- Three spinors are collinear when the second and third mean spins are each parallel or
antiparallel to the first, with equal length. -/
def Collinear (u v w : Spinor) : Prop :=
  (meanSpin v = meanSpin u ∨ meanSpin v = -meanSpin u) ∧
  (meanSpin w = meanSpin u ∨ meanSpin w = -meanSpin u)

/-- Dirac's exchange identity for the triangle: `H` is half the sum of the three pairwise
spin exchanges, minus 3/4. -/
theorem heisenberg_eq_exchange (ψ : State) (i j k : Fin 2) :
    heisenberg ψ i j k = (ψ j i k + ψ i k j + ψ k j i) / 2 - 3 / 4 * ψ i j k := by
  fin_cases i <;> fin_cases j <;> fin_cases k <;> apply Complex.ext <;>
    simp [heisenberg, on1, on2, on3, spinOp, Fin.sum_univ_succ] <;> ring

/-- The energy is -3/4 times the squared norm plus a sum of squares of amplitudes that are
symmetric under exchange of the spins. -/
theorem energy_eq_sum_squares (ψ : State) :
    energy ψ = -3 / 4 * weight ψ + (3 * Complex.normSq (ψ 0 0 0)
      + Complex.normSq (ψ 1 0 0 + ψ 0 1 0 + ψ 0 0 1)
      + Complex.normSq (ψ 1 1 0 + ψ 1 0 1 + ψ 0 1 1) + 3 * Complex.normSq (ψ 1 1 1)) / 2 := by
  simp [energy, weight, heisenberg_eq_exchange, Fin.sum_univ_two, Complex.normSq_apply]
  ring

/-- The Cartesian components of the mean spin in terms of the spinor amplitudes. -/
theorem meanSpin_eq (u : Spinor) :
    meanSpin u = ![(u 0).re * (u 1).re + (u 0).im * (u 1).im,
      (u 0).re * (u 1).im - (u 0).im * (u 1).re,
      (Complex.normSq (u 0) - Complex.normSq (u 1)) / 2] := by
  funext a
  fin_cases a <;> simp [meanSpin, spinOp, Fin.sum_univ_two, Complex.normSq_apply] <;> ring

/-- The mean spin vector of a normalised spinor has length 1/2. -/
theorem meanSpin_length {u : Spinor} (hu : spinorWeight u = 1) :
    meanSpin u ⬝ᵥ meanSpin u = 1 / 4 := by
  have key : meanSpin u ⬝ᵥ meanSpin u = spinorWeight u ^ 2 / 4 := by
    simp only [meanSpin_eq, spinorWeight, dotProduct, Fin.sum_univ_three, Fin.sum_univ_two,
      Matrix.cons_val, Complex.normSq_apply]
    ring
  rw [key, hu]
  norm_num

/-- A product of normalised spinors has the energy of three classical vectors, namely
their mean spins. -/
theorem energy_product {u v w : Spinor} (hu : spinorWeight u = 1) (hv : spinorWeight v = 1)
    (hw : spinorWeight w = 1) :
    energy (product u v w) = meanSpin u ⬝ᵥ meanSpin v + meanSpin v ⬝ᵥ meanSpin w
      + meanSpin u ⬝ᵥ meanSpin w := by
  -- without normalisation, each bond carries the squared norm of the spectator spin
  have key : energy (product u v w) = meanSpin u ⬝ᵥ meanSpin v * spinorWeight w
      + meanSpin v ⬝ᵥ meanSpin w * spinorWeight u
      + meanSpin u ⬝ᵥ meanSpin w * spinorWeight v := by
    simp only [energy_eq_sum_squares, weight, product, meanSpin_eq, spinorWeight, dotProduct,
      Fin.sum_univ_three, Fin.sum_univ_two, Matrix.cons_val, Complex.normSq_apply,
      Complex.mul_re, Complex.mul_im, Complex.add_re, Complex.add_im]
    ring
  rw [key, hu, hv, hw]
  ring

/-- For normalised spinors the product-state energy is half the squared length of the total
mean spin, minus 3/8. -/
theorem energy_product_total {u v w : Spinor} (hu : spinorWeight u = 1)
    (hv : spinorWeight v = 1) (hw : spinorWeight w = 1) :
    energy (product u v w) = (meanSpin u + meanSpin v + meanSpin w) ⬝ᵥ
      (meanSpin u + meanSpin v + meanSpin w) / 2 - 3 / 8 := by
  rw [energy_product hu hv hw]
  simp only [add_dotProduct, dotProduct_add, meanSpin_length hu, meanSpin_length hv,
    meanSpin_length hw, dotProduct_comm (meanSpin v) (meanSpin u),
    dotProduct_comm (meanSpin w) (meanSpin u), dotProduct_comm (meanSpin w) (meanSpin v)]
  ring

/-- A product of normalised spinors has energy -3/8 exactly when the three mean spin vectors
sum to zero. -/
theorem energy_product_eq_min_iff {u v w : Spinor} (hu : spinorWeight u = 1)
    (hv : spinorWeight v = 1) (hw : spinorWeight w = 1) :
    energy (product u v w) = -3 / 8 ↔ meanSpin u + meanSpin v + meanSpin w = 0 := by
  rw [energy_product_total hu hv hw, ← dotProduct_self_eq_zero]
  constructor <;> intro h <;> linarith

/-- Over normalised collinear product states the minimum energy is -1/4. -/
theorem isLeast_collinear :
    IsLeast {E | ∃ u v w, spinorWeight u = 1 ∧ spinorWeight v = 1 ∧ spinorWeight w = 1 ∧
      Collinear u v w ∧ energy (product u v w) = E} (-1 / 4) := by
  constructor
  · -- two spins up, one down
    have hu : spinorWeight ![1, 0] = 1 := by simp [spinorWeight]
    have hd : spinorWeight ![0, 1] = 1 := by simp [spinorWeight]
    have hneg : meanSpin ![0, 1] = -meanSpin ![1, 0] := by
      rw [meanSpin_eq, meanSpin_eq]
      ext a
      fin_cases a <;> norm_num
    refine ⟨![1, 0], ![1, 0], ![0, 1], hu, hu, hd, ⟨Or.inl rfl, Or.inr hneg⟩, ?_⟩
    rw [energy_product hu hu hd, hneg, dotProduct_neg, meanSpin_length hu]
    norm_num
  · rintro E ⟨u, v, w, hu, hv, hw, ⟨h1, h2⟩, rfl⟩
    rw [energy_product hu hv hw]
    rcases h1 with h1 | h1 <;> rcases h2 with h2 | h2 <;> rw [h1, h2] <;>
      simp only [dotProduct_neg, neg_dotProduct, meanSpin_length hu] <;> norm_num

/-- Over all normalised product states the minimum energy is -3/8. -/
theorem isLeast_product :
    IsLeast {E | ∃ u v w, spinorWeight u = 1 ∧ spinorWeight v = 1 ∧ spinorWeight w = 1 ∧
      energy (product u v w) = E} (-3 / 8) := by
  constructor
  · -- three spins in a plane at 120 degrees
    obtain ⟨r, hr⟩ : ∃ r : ℝ, r * r = 3 / 4 :=
      ⟨√3 / 2, by linarith [Real.mul_self_sqrt (show (0 : ℝ) ≤ 3 by norm_num)]⟩
    have hu : spinorWeight ![1, 0] = 1 := by simp [spinorWeight]
    have hv : spinorWeight ![1 / 2, (r : ℂ)] = 1 := by
      norm_num [spinorWeight, Fin.sum_univ_two, Complex.normSq_apply, hr]
    have hw : spinorWeight ![1 / 2, -(r : ℂ)] = 1 := by
      norm_num [spinorWeight, Fin.sum_univ_two, Complex.normSq_apply, hr]
    refine ⟨_, _, _, hu, hv, hw, (energy_product_eq_min_iff hu hv hw).2 ?_⟩
    rw [meanSpin_eq, meanSpin_eq, meanSpin_eq]
    ext a
    fin_cases a <;> norm_num [Complex.normSq_apply, hr]
  · rintro E ⟨u, v, w, hu, hv, hw, rfl⟩
    rw [energy_product_total hu hv hw]
    have h : 0 ≤ (meanSpin u + meanSpin v + meanSpin w) ⬝ᵥ
        (meanSpin u + meanSpin v + meanSpin w) :=
      Finset.sum_nonneg fun a _ => mul_self_nonneg _
    linarith

/-- Over all normalised states of the three spins the minimum energy is -3/4. -/
theorem isLeast_all : IsLeast {E | ∃ ψ, weight ψ = 1 ∧ energy ψ = E} (-3 / 4) := by
  constructor
  · -- a singlet on the first two spins, the third spin up
    let c : ℂ := ⟨1 / 2, 1 / 2⟩
    let ψ : State := ![![![0, 0], ![c, 0]], ![![-c, 0], ![0, 0]]]
    have h : weight ψ = 1 := by
      norm_num [weight, ψ, c, Fin.sum_univ_two, Complex.normSq_apply]
    refine ⟨ψ, h, ?_⟩
    rw [energy_eq_sum_squares, h]
    simp [ψ]
  · rintro E ⟨ψ, h, rfl⟩
    rw [energy_eq_sum_squares, h]
    linarith [Complex.normSq_nonneg (ψ 0 0 0), Complex.normSq_nonneg (ψ 1 1 1),
      Complex.normSq_nonneg (ψ 1 0 0 + ψ 0 1 0 + ψ 0 0 1),
      Complex.normSq_nonneg (ψ 1 1 0 + ψ 1 0 1 + ψ 0 1 1)]

end

end SpinTriangleMeanField
```

```lean
#print axioms SpinTriangleMeanField.energy_product_total
#print axioms SpinTriangleMeanField.isLeast_collinear
#print axioms SpinTriangleMeanField.isLeast_product
#print axioms SpinTriangleMeanField.isLeast_all
```

```
'SpinTriangleMeanField.energy_product_total' depends on axioms: [propext, Classical.choice, Quot.sound]
'SpinTriangleMeanField.isLeast_collinear' depends on axioms: [propext, Classical.choice, Quot.sound]
'SpinTriangleMeanField.isLeast_product' depends on axioms: [propext, Classical.choice, Quot.sound]
'SpinTriangleMeanField.isLeast_all' depends on axioms: [propext, Classical.choice, Quot.sound]
```

## What the theorems establish for the triangle

A `State` is a function of three two-valued indices, and a `Spinor` is a function of one. `spinOp` lists $S_x,S_y,S_z$ under the indices 0, 1, 2. The functions `on1`, `on2` and `on3` apply a one-spin matrix to the first, second or third spin, and `heisenberg` builds $H$ from them, so the exchange form is proved and not assumed. The names `weight` and `spinorWeight` mean squared norms. `energy` is the real part of $\langle\psi|H\psi\rangle$, which loses nothing because $H$ is Hermitian. It does not divide by the norm; normalisation enters as a hypothesis.

Each `IsLeast` theorem says that the stated number is the energy of some allowed state and that no allowed state has a lower one. `energy_product_eq_min_iff` gives the zero-sum condition for normalised spinors. The minimising states are characterised only in this product case; for the other two minima one example is given.

`Collinear` requires the second and third mean spins each to equal plus or minus the first, so the common axis may point anywhere. Another model would fix that axis along $z$. Each normalised spinor would then be up or down up to a phase, and the bound would reduce to a check of eight configurations. The minimum would still be $-1/4$, but the theorem would no longer speak directly about collinear states along a tilted axis.

The step from this model to a real molecule or magnet is the reduction of its electrons to three localised spins with equal isotropic couplings. Charge fluctuations, unequal bonds and anisotropy would change the energies.

## How the Lean proofs reach the bounds

`heisenberg_eq_exchange` checks the exchange formula for all eight index choices, with real and imaginary parts separated; `ring` closes the remaining algebra. `energy_eq_sum_squares` inserts that formula into the energy and expands both sides in real and imaginary parts.

`meanSpin_eq` supplies the Cartesian components, and `meanSpin_length` proves the squared-length identity before it sets the norm to one. `energy_product` reaches the classical energy by polynomial expansion of the sum-of-squares formula, where the derivation above factorises expectation values. Its intermediate identity `key` holds for spinors of any norm, and each bond there carries the squared norm of the spinor that is not part of that bond.

`energy_product_total` completes the square. For the equality condition, `dotProduct_self_eq_zero` turns a vanishing total vector into a vanishing squared length, and `linarith` finishes both directions.

Each minimum is then proved in two parts:

- In `isLeast_collinear`, the state up, up, down attains the value, and `rcases` runs through the four sign choices for the bound.
- In `isLeast_product`, the 120° spinors of the numerical instance attain the value, with `r` standing for $\sqrt3/2$. The bound follows because a squared length is nonnegative.
- In `isLeast_all`, the singlet with a spectator attains the value. Its amplitude `c` is $(1+i)/2$, which has modulus $1/\sqrt2$ and so differs from the singlet amplitude above only by a phase. The bound follows because the four squares are nonnegative.
